# The n² projectors of a SIC family are linearly independent and sum to n times the identity

Take four unit vectors $v_i$ in $\mathbb{C}^2$ whose pairwise squared overlaps all equal $1/3$, with projectors $P_i = v_i v_i^*$: a combination $A=\sum_i c_i P_i$ then has $\mathrm{tr}(P_jA) = \tfrac23 c_j + \tfrac13\,\mathrm{tr}A$, so two traces determine each coefficient. The Lean file below carries this observation to $n^2$ unit vectors in $\mathbb{C}^n$ with squared overlaps $1/(n+1)$, and derives from it the sum of the projectors, their independence and a tomography formula.

```lean
import Mathlib

open Matrix

namespace SICTomography

noncomputable section

/-- The outer product `x x*` of a vector in `ℂⁿ` with itself. -/
def proj {n : ℕ} (x : Fin n → ℂ) : Matrix (Fin n) (Fin n) ℂ :=
  Matrix.vecMulVec x (star x)

/-- A SIC family: `n²` unit vectors in `ℂⁿ` whose pairwise squared overlaps all equal
`1 / (n + 1)`. -/
structure IsSIC {n : ℕ} {ι : Type*} [Fintype ι] (v : ι → Fin n → ℂ) : Prop where
  card_eq : Fintype.card ι = n ^ 2
  unit : ∀ i, star (v i) ⬝ᵥ v i = 1
  overlap : ∀ i j, i ≠ j → ‖star (v i) ⬝ᵥ v j‖ ^ 2 = 1 / ((n : ℝ) + 1)

/-- The Born-rule expression `tr(E_j ρ)` for outcome `j`, a complex number, with `E_j = v_j v_j* /
n`. -/
def outcomeProb {n : ℕ} {ι : Type*} (v : ι → Fin n → ℂ)
    (ρ : Matrix (Fin n) (Fin n) ℂ) (j : ι) : ℂ :=
  Matrix.trace (((n : ℂ)⁻¹ • proj (v j)) * ρ)

variable {n : ℕ} {ι : Type*} [Fintype ι] {v : ι → Fin n → ℂ}

/-- The trace of `x x*` is the squared length of `x`. -/
theorem trace_proj (x : Fin n → ℂ) : Matrix.trace (proj x) = star x ⬝ᵥ x := by
  simp only [proj, Matrix.trace, Matrix.diag_apply, Matrix.vecMulVec_apply, dotProduct]
  exact Finset.sum_congr rfl fun i _ => mul_comm _ _

/-- The trace of the product of `x x*` and `y y*` is the squared overlap of `x` and `y`. -/
theorem trace_proj_mul_proj (x y : Fin n → ℂ) :
    Matrix.trace (proj x * proj y) = ((‖star x ⬝ᵥ y‖ ^ 2 : ℝ) : ℂ) := by
  rw [Complex.sq_norm, ← Complex.mul_conj]
  simp only [proj, Matrix.trace, Matrix.diag_apply, Matrix.mul_apply,
    Matrix.vecMulVec_apply, dotProduct, Pi.star_apply, map_sum, map_mul,
    RCLike.star_def, Complex.conj_conj, Finset.sum_mul_sum]
  rw [Finset.sum_comm]
  refine Finset.sum_congr rfl fun k _ => Finset.sum_congr rfl fun i _ => ?_
  ring

/-- The coefficients of a combination `A = ∑ c_i v_i v_i*` of SIC projectors satisfy
`n c_j = (n + 1) tr(v_j v_j* A) - tr A`. -/
theorem coefficient_formula (h : IsSIC v) (c : ι → ℂ) (j : ι) :
    (n : ℂ) * c j = ((n : ℂ) + 1) * Matrix.trace (proj (v j) * ∑ i, c i • proj (v i))
      - Matrix.trace (∑ i, c i • proj (v i)) := by
  classical
  have hn : (n : ℂ) + 1 ≠ 0 := Nat.cast_add_one_ne_zero n
  -- the Gram matrix of the projectors
  have hG : ∀ i, ((n : ℂ) + 1) * Matrix.trace (proj (v j) * proj (v i))
      = (if j = i then (n : ℂ) else 0) + 1 := by
    intro i
    rw [trace_proj_mul_proj]
    by_cases e : j = i
    · subst e
      rw [h.unit]
      simp
    · rw [h.overlap j i e, if_neg e]
      push_cast
      rw [mul_one_div_cancel hn, zero_add]
  have hterm : ∀ i, ((n : ℂ) + 1) * (c i * Matrix.trace (proj (v j) * proj (v i))) - c i
      = if j = i then (n : ℂ) * c i else 0 := by
    intro i
    have hi := hG i
    split_ifs at hi ⊢ <;> linear_combination c i * hi
  simp only [Finset.mul_sum, Matrix.mul_smul, Matrix.trace_sum, Matrix.trace_smul,
    smul_eq_mul, trace_proj, h.unit, mul_one]
  rw [← Finset.sum_sub_distrib, Finset.sum_congr rfl (fun i _ => hterm i)]
  simp

/-- The projectors of a SIC family are linearly independent over `ℂ`. -/
theorem linearIndependent_proj (h : IsSIC v) :
    LinearIndependent ℂ (fun i => proj (v i)) := by
  rw [Fintype.linearIndependent_iff]
  intro c hc j
  have hc' : ∑ i, c i • proj (v i) = 0 := hc
  have hp : 0 < Fintype.card ι := Fintype.card_pos_iff.mpr ⟨j⟩
  rw [h.card_eq] at hp
  have hn : n ≠ 0 := by
    intro h0
    simp [h0] at hp
  have h1 := coefficient_formula h c j
  rw [hc', Matrix.mul_zero, Matrix.trace_zero, mul_zero, sub_zero] at h1
  exact (mul_eq_zero.mp h1).resolve_left (Nat.cast_ne_zero.mpr hn)

/-- Every matrix `A` is recovered from its trace and the numbers `tr(v_j v_j* A)`:
`n A = ∑ ((n + 1) tr(v_j v_j* A) - tr A) v_j v_j*`. -/
theorem reconstruction (h : IsSIC v) (A : Matrix (Fin n) (Fin n) ℂ) :
    (n : ℂ) • A = ∑ j, (((n : ℂ) + 1) * Matrix.trace (proj (v j) * A)
      - Matrix.trace A) • proj (v j) := by
  -- n² independent matrices span the n²-dimensional matrix space
  have hspan : Submodule.span ℂ (Set.range fun i => proj (v i)) = ⊤ :=
    (linearIndependent_proj h).span_eq_top_of_card_eq_finrank' (by
      rw [h.card_eq]
      simp [Module.finrank_matrix, sq])
  have hA : A ∈ Submodule.span ℂ (Set.range fun i => proj (v i)) := by
    rw [hspan]
    exact Submodule.mem_top
  obtain ⟨c, hc⟩ := (Submodule.mem_span_range_iff_exists_fun ℂ).mp hA
  have hc' : ∑ i, c i • proj (v i) = A := hc
  have hj : ∀ j, (n : ℂ) * c j = ((n : ℂ) + 1) * Matrix.trace (proj (v j) * A)
      - Matrix.trace A := by
    intro j
    have h1 := coefficient_formula h c j
    rwa [hc'] at h1
  calc (n : ℂ) • A = ∑ j, ((n : ℂ) * c j) • proj (v j) := by
        rw [← hc', Finset.smul_sum]
        exact Finset.sum_congr rfl fun j _ => smul_smul _ _ _
    _ = _ := Finset.sum_congr rfl fun j _ => by rw [hj j]

/-- The projectors of a SIC family in `ℂⁿ` sum to `n` times the identity, and they are
linearly independent. -/
theorem sic_resolution_and_independence (h : IsSIC v) :
    ∑ i, proj (v i) = (n : ℂ) • (1 : Matrix (Fin n) (Fin n) ℂ) ∧
      LinearIndependent ℂ (fun i => proj (v i)) := by
  refine ⟨?_, linearIndependent_proj h⟩
  -- reconstruct the identity matrix: every coefficient is (n + 1) - n = 1
  have h1 := reconstruction h 1
  simp only [trace_proj, h.unit, mul_one, Matrix.trace_one,
    Fintype.card_fin, add_sub_cancel_left, one_smul] at h1
  exact h1.symm

/-- Weighting each SIC projector by `tr(v_i v_i* A)` and summing gives a linear combination of `A`
and the identity: `(n + 1) ∑ tr(v_i v_i* A) v_i v_i* = n (A + tr A · 1)`. -/
theorem measure_and_prepare (h : IsSIC v) (A : Matrix (Fin n) (Fin n) ℂ) :
    ((n : ℂ) + 1) • ∑ i, Matrix.trace (proj (v i) * A) • proj (v i)
      = (n : ℂ) • (A + Matrix.trace A • (1 : Matrix (Fin n) (Fin n) ℂ)) := by
  have h1 := reconstruction h A
  simp only [sub_smul, Finset.sum_sub_distrib, mul_smul, ← Finset.smul_sum,
    (sic_resolution_and_independence h).1] at h1
  rw [smul_add, h1]
  module

/-- Linear-inversion tomography: a matrix `ρ` of trace one is obtained from the numbers `p_j =
outcomeProb v ρ j` of a SIC family as `ρ = ∑ ((n + 1) p_j - 1/n) v_j v_j*`. -/
theorem state_from_probabilities (h : IsSIC v) (ρ : Matrix (Fin n) (Fin n) ℂ)
    (hρ : Matrix.trace ρ = 1) :
    ρ = ∑ j, (((n : ℂ) + 1) * outcomeProb v ρ j - 1 / (n : ℂ)) • proj (v j) := by
  have hn : n ≠ 0 := by
    rintro rfl
    simp [Matrix.trace] at hρ
  have hn' : (n : ℂ) ≠ 0 := Nat.cast_ne_zero.mpr hn
  have h1 := reconstruction h ρ
  rw [hρ] at h1
  calc ρ = (n : ℂ)⁻¹ • ((n : ℂ) • ρ) := by
        rw [smul_smul, inv_mul_cancel₀ hn', one_smul]
    _ = _ := by
        rw [h1, Finset.smul_sum]
        refine Finset.sum_congr rfl fun j _ => ?_
        rw [smul_smul, outcomeProb, Matrix.smul_mul, Matrix.trace_smul, smul_eq_mul]
        congr 1
        ring

/-- Four explicit qubit vectors: `(1, 0)` and three vectors `(1, √2 ω) / √3`, with `ω` running
through the cube roots of unity. -/
def tetrahedron : Fin 4 → Fin 2 → ℂ :=
  ![![1, 0],
    ![⟨Real.sqrt 3 / 3, 0⟩, ⟨Real.sqrt 2 * Real.sqrt 3 / 3, 0⟩],
    ![⟨Real.sqrt 3 / 3, 0⟩, ⟨-(Real.sqrt 2 * Real.sqrt 3 / 6), Real.sqrt 2 / 2⟩],
    ![⟨Real.sqrt 3 / 3, 0⟩, ⟨-(Real.sqrt 2 * Real.sqrt 3 / 6), -(Real.sqrt 2 / 2)⟩]]

/-- The four vectors `tetrahedron` form a SIC family in `ℂ²`. -/
theorem tetrahedron_witness : IsSIC tetrahedron := by
  have hs : Real.sqrt 3 ^ 2 = 3 := Real.sq_sqrt (by norm_num)
  have ht : Real.sqrt 2 ^ 2 = 2 := Real.sq_sqrt (by norm_num)
  unfold tetrahedron
  -- only the squares of the two roots matter
  generalize Real.sqrt 3 = s at hs ⊢
  generalize Real.sqrt 2 = t at ht ⊢
  have hs4 : s ^ 4 = 9 := by
    calc s ^ 4 = (s ^ 2) ^ 2 := by ring
      _ = 9 := by rw [hs]; norm_num
  have ht4 : t ^ 4 = 4 := by
    calc t ^ 4 = (t ^ 2) ^ 2 := by ring
      _ = 4 := by rw [ht]; norm_num
  refine ⟨by simp, ?_, ?_⟩
  · intro i
    fin_cases i <;> apply Complex.ext <;>
      simp [dotProduct, Fin.sum_univ_two] <;>
      first
        | ring1
        | (ring_nf; norm_num [hs, ht, hs4, ht4])
  · intro i j hij
    rw [Complex.sq_norm, Complex.normSq_apply]
    fin_cases i <;> fin_cases j <;>
      first
        | exact absurd rfl hij
        | (simp [dotProduct, Fin.sum_univ_two]
           all_goals ring_nf
           all_goals norm_num [hs, ht, hs4, ht4])

end

end SICTomography
```

```lean
#print axioms SICTomography.sic_resolution_and_independence
#print axioms SICTomography.measure_and_prepare
#print axioms SICTomography.state_from_probabilities
```

```
'SICTomography.sic_resolution_and_independence' depends on axioms: [propext, Classical.choice, Quot.sound]
'SICTomography.measure_and_prepare' depends on axioms: [propext, Classical.choice, Quot.sound]
'SICTomography.state_from_probabilities' depends on axioms: [propext, Classical.choice, Quot.sound]
```

## Vectors, overlaps and projectors in Lean

SIC stands for "symmetric informationally complete". A vector is a function `Fin n → ℂ`, and `star x ⬝ᵥ y` is the inner product $\langle x,y\rangle=\sum_k \bar x_k y_k$, conjugate-linear in the first argument. The matrix `proj x` has entries $x_k\bar x_l$; it is a projector when $x$ is a unit vector.

The hypothesis `IsSIC v` has three parts: the finite index type `ι` has $n^2$ elements, every $v_i$ has length one, and $|\langle v_i,v_j\rangle|^2=1/(n+1)$ whenever $i\ne j$. Under this hypothesis, `sic_resolution_and_independence` states that

$$\sum_i P_i = n\,\mathbb 1$$

and that the $P_i$ are linearly independent over $\mathbb{C}$. The theorem does not need $n\ge1$: for $n=0$ the family is empty and both statements are trivial. For $n=1$ there is one vector, the overlap condition is empty, and $P_1=\mathbb 1$.

For general $n$ the SIC family is assumed to be given. The file constructs one only in $\mathbb{C}^2$.

## A measurement with n² outcomes

The overlap condition says that a system prepared in $v_i$ passes a test for $v_j$ with the same probability for every pair $i\neq j$. For $n\ge2$ the value $1/(n+1)$ is the only common one compatible with $\sum_i P_i=n\mathbb 1$, because multiplying that equation by $P_j$ and taking the trace gives $1+(n^2-1)\mu=n$ for a common squared overlap $\mu$.

For $n\ge1$ the operators $E_j=P_j/n$ are positive and sum to the identity, so they describe a measurement. The definition `outcomeProb` is its Born rule, $p_j=\mathrm{tr}(E_j\rho)$, and `state_from_probabilities` inverts it:

$$\rho=\sum_j\Big((n+1)p_j-\frac1n\Big)P_j .$$

In state tomography this recovers a finite-dimensional density matrix from the exact outcome probabilities of a single measurement setting; measured frequencies put in their place can give a matrix with negative eigenvalues. The theorem asks only for $\mathrm{tr}\,\rho=1$, not for $\rho$ to be Hermitian or positive, which is why `outcomeProb` takes complex values.

The theorem `measure_and_prepare` describes what happens when outcome $i$ is followed by preparation of $v_i$. For an input state $\rho$, the average output is

$$\frac1n\sum_i\mathrm{tr}(P_i\rho)\,P_i=\frac{\rho+\mathbb 1}{n+1},$$

a mixture of the input and the maximally mixed state.

## Reading off the coefficients

The trace of a product of two outer products is a squared overlap:

$$\mathrm{tr}(xx^*yy^*)=\sum_{k,i}x_i\bar x_k\,y_k\bar y_i=\langle x,y\rangle\overline{\langle x,y\rangle}=|\langle x,y\rangle|^2 .$$

This is `trace_proj_mul_proj`, where the sums are expanded, their order is exchanged and the terms are compared one by one. For a SIC family it gives

$$(n+1)\,\mathrm{tr}(P_jP_i)=n\,\delta_{ji}+1,$$

which is `hG` inside `coefficient_formula`. Let $A=\sum_i c_iP_i$. Multiplying by $c_i$ and summing over $i$ yields

$$(n+1)\,\mathrm{tr}(P_jA)=n\,c_j+\sum_i c_i .$$

Since each $P_i$ has trace one (`trace_proj` with `h.unit`), the last sum is $\mathrm{tr}A$, and therefore

$$n\,c_j=(n+1)\,\mathrm{tr}(P_jA)-\mathrm{tr}A .$$

Lean does the same term by term: `hterm` moves $c_i$ to the left-hand side, so that only the term $i=j$ survives the sum.

## From independence to the identity

Suppose $\sum_i c_iP_i=0$. The coefficient formula with $A=0$ gives $n\,c_j=0$. An index $j$ exists only if $n^2>0$, so $n\neq0$ and $c_j=0$. This is `linearIndependent_proj`.

The space of $n\times n$ matrices has dimension $n^2$, so $n^2$ independent matrices span it. In `reconstruction`, this is the step `span_eq_top_of_card_eq_finrank'`. Every matrix $A$ therefore has coefficients $c_j$, and the formula determines them:

$$nA=\sum_j\big((n+1)\,\mathrm{tr}(P_jA)-\mathrm{tr}A\big)P_j .$$

For $A=\mathbb 1$ we have $\mathrm{tr}(P_j)=1$ and $\mathrm{tr}\,\mathbb 1=n$. Each coefficient is $(n+1)-n=1$, which leaves $n\mathbb 1=\sum_jP_j$.

A slip to avoid here is to put $A=\mathbb 1$ into the coefficient formula straight away. That formula holds for matrices already known to be combinations of the $P_i$, and equal overlaps alone do not place the identity among them. Three of the four qubit vectors still have pairwise squared overlaps $1/3$, yet their projectors sum to $2\,\mathbb 1-P$, with $P$ the missing projector, and this is not a multiple of the identity. The count $n^2$ closes this gap: with that many independent projectors, every matrix is a combination of them, the identity included.

The other two formulas follow from the reconstruction. Replacing $\sum_jP_j$ by $n\mathbb 1$ in it gives

$$(n+1)\sum_i\mathrm{tr}(P_iA)\,P_i=n\,(A+\mathrm{tr}A\;\mathbb 1),$$

which is `measure_and_prepare`. Setting $\mathrm{tr}\,\rho=1$, dividing by $n$ and writing $\mathrm{tr}(P_j\rho)=n\,p_j$ gives `state_from_probabilities`; trace one already excludes $n=0$.

## The qubit tetrahedron

The vectors in `tetrahedron` are $(1,0)$ and $(1,\sqrt2\,\omega)/\sqrt3$ with $\omega^3=1$; on the Bloch sphere they are the corners of a regular tetrahedron. The first has squared overlap $1/3$ with each of the others. For two different cube roots, the ratio $\zeta$ of one to the other is a cube root of unity other than $1$, so its real part is $-\tfrac12$ and

$$\left|\frac{1+2\zeta}{3}\right|^2=\frac{1-2+4}{9}=\frac13 .$$

In `tetrahedron_witness` the roots $\sqrt3$ and $\sqrt2$ are replaced by real numbers `s` and `t` with $s^2=3$ and $t^2=2$, after which each norm and each overlap is checked by arithmetic.
